# Estimating a rare event in independent stages of fixed success probability: with two or more trials per stage, the relative variance becomes negligible against direct counting as stages are added and the event becomes rarer

If an event has probability one in a billion and a simulation can afford a million trials, direct counting will almost always record no event and return the estimate zero. Splitting the event into stages of moderate probability gives frequencies that can be measured, but each is noisy, and the noise compounds when they are multiplied. Comparing the two methods at equal numbers of trials shows whether the splitting has gained anything.

In molecular dynamics, path-splitting methods such as forward flux sampling also write a rare transition probability as a product of stage probabilities. The problems below treat an idealised version, with independent stages, the same success probability in each, and every trial counted at equal cost.

## Trial records and relative variance

There are $m$ stages, each with $n$ trials that succeed independently with probability $q$. Physically, $q$ stands for the chance that a trajectory starting at one interface reaches the next before returning to the initial state. The event itself has probability $q^m$.

```lean
import Mathlib

open Filter Topology

namespace RareEventStaging

noncomputable section
```

For finitely many outcomes $\omega$ with weights $w(\omega)$, the mean of an observable $X$ is $\langle X\rangle=\sum_\omega w(\omega)X(\omega)$.

```lean
/-- Mean of an observable `X` over finitely many outcomes with weights `w`. -/
def mean {Ω : Type*} [Fintype Ω] (w X : Ω → ℝ) : ℝ := ∑ ω, w ω * X ω
```

The relative variance is $(\langle X^2\rangle-\langle X\rangle^2)/\langle X\rangle^2$, the square of the relative standard error.

```lean
/-- Relative variance `(⟨X²⟩ - ⟨X⟩²) / ⟨X⟩²`, for normalised weights and a nonzero mean. -/
def relVar {Ω : Type*} [Fintype Ω] (w X : Ω → ℝ) : ℝ :=
  (mean w (fun ω => X ω ^ 2) - mean w X ^ 2) / mean w X ^ 2
```

A record of $n$ trials is a function `Fin n → Bool`, with `true` for success. For success probability $p$, its weight is a product of factors $p$ and $1-p$.

```lean
/-- Weight of a record of `n` independent trials with success probability `p`. -/
def weight (p : ℝ) {n : ℕ} (ω : Fin n → Bool) : ℝ := ∏ i, if ω i then p else 1 - p
```

Write $K(\omega)$ for the number of successes and $F(\omega)=K(\omega)/n$ for their frequency.

```lean
/-- Number of successes in a record. -/
def count {n : ℕ} (ω : Fin n → Bool) : ℝ := ∑ i, if ω i then 1 else 0

/-- Observed success frequency in a record of `n ≥ 1` trials. -/
def freq {n : ℕ} (ω : Fin n → Bool) : ℝ := count ω / n
```

A staged experiment is a family of $m$ records $\omega_i$. Its weight is the product of the record weights, which is where independence enters as an assumption. Correlations between stages, which can arise when later trajectories start from configurations collected earlier, are left out.

```lean
/-- Weight of `m` independent stages, each a record of `n` trials. -/
def stagedWeight (q : ℝ) {m n : ℕ} (ω : Fin m → Fin n → Bool) : ℝ := ∏ i, weight q (ω i)
```

The staged estimate is $\prod_i F(\omega_i)$.

```lean
/-- Staged estimate: the product of the observed stage frequencies, for `n ≥ 1`. -/
def stagedEstimate {m n : ℕ} (ω : Fin m → Fin n → Bool) : ℝ := ∏ i, freq (ω i)
```

The competitor spends the same number of trials, $mn$, on the whole event, each succeeding with probability $q^m$. The quantity to study is the staged relative variance divided by the direct one.

```lean
/-- Relative variance of the staged estimate over that of direct counting with `m * n`
trials of success probability `q ^ m`, for `0 < q < 1` and `m, n ≥ 1`. -/
def varianceRatio (q : ℝ) (n m : ℕ) : ℝ :=
  relVar (stagedWeight q) (stagedEstimate : (Fin m → Fin n → Bool) → ℝ) /
    relVar (weight (q ^ m)) (freq : (Fin (m * n) → Bool) → ℝ)
```

## (a) Conditioning on the first trial

**Task.** For an observable $f$ on records of $n+1$ trials, show that
$$\langle f\rangle=p\,\langle f(\text{true},\omega)\rangle+(1-p)\,\langle f(\text{false},\omega)\rangle,$$
where the means on the right run over records $\omega$ of $n$ trials.

**Solution.** Each longer record is a first result followed by a shorter record $\omega$. Its weight is $p$ or $1-p$ times the weight of $\omega$. Summing over the two first results gives the two terms.

In Lean, `Fin.consEquiv` is this correspondence between pairs and records, and `Fin.prod_univ_succ` splits off the first factor of the weight.

```lean
/-- A mean over `n + 1` trials splits according to the result of the first trial. -/
theorem mean_succ (p : ℝ) {n : ℕ} (f : (Fin (n + 1) → Bool) → ℝ) :
    mean (weight p) f =
      p * mean (weight p) (fun ω => f (Fin.cons (α := fun _ => Bool) true ω)) +
      (1 - p) * mean (weight p) (fun ω => f (Fin.cons (α := fun _ => Bool) false ω)) := by
  unfold mean
  rw [← (Fin.consEquiv (fun _ : Fin (n + 1) => Bool)).sum_comp, Fintype.sum_prod_type,
    Fintype.sum_bool, Finset.mul_sum, Finset.mul_sum]
  congr 1 <;> refine Finset.sum_congr rfl fun ω _ => ?_ <;>
    simp [weight, Fin.consEquiv, Fin.prod_univ_succ, mul_assoc]
```

## (b) Moments of the success count

**Task.** Show that $\langle 1\rangle=1$ and that, for every real $a$,
$$\langle a+K\rangle=a+np,\qquad \langle (a+K)^2\rangle=np(1-p)+(a+np)^2.$$

**Solution.** Use induction on $n$. For $n=0$ there is one empty record, with weight 1 and $K=0$. For the step, apply (a): a first success replaces $a$ by $a+1$, and a first failure leaves it alone. Normalisation follows from $p+(1-p)=1$. With $c=a+np$, the mean becomes
$$p(c+1)+(1-p)c=c+p=a+(n+1)p,$$
and the second moment becomes
$$np(1-p)+p(c+1)^2+(1-p)c^2=np(1-p)+c^2+2pc+p=(n+1)p(1-p)+(c+p)^2.$$

The shift $a$ lets the induction hypothesis be used at both $a$ and $a+1$. In the proof, `hT` and `hF` record the effect of the first trial on the count, and `ring` does the algebra.

```lean
/-- The trial weights sum to one; the success count, shifted by any constant `a`, has mean
`a + n p` and second moment `n p (1 - p) + (a + n p)²`. -/
theorem count_moments (n : ℕ) (p : ℝ) :
    mean (weight p) (fun _ : Fin n → Bool => 1) = 1 ∧ ∀ a : ℝ,
    mean (weight p) (fun ω : Fin n → Bool => a + count ω) = a + n * p ∧
    mean (weight p) (fun ω : Fin n → Bool => (a + count ω) ^ 2) =
      n * p * (1 - p) + (a + n * p) ^ 2 := by
  induction n with
  | zero => simp [mean, weight, count]
  | succ n ih =>
    obtain ⟨i0, i⟩ := ih
    have i1 := fun a => (i a).1
    have i2 := fun a => (i a).2
    have hT : ∀ ω : Fin n → Bool,
        count (Fin.cons (α := fun _ => Bool) true ω) = 1 + count ω := fun ω => by
      simp only [count, Fin.sum_univ_succ, Fin.cons_zero, Fin.cons_succ, ↓reduceIte]
    have hF : ∀ ω : Fin n → Bool,
        count (Fin.cons (α := fun _ => Bool) false ω) = count ω := fun ω => by
      simp only [count, Fin.sum_univ_succ, Fin.cons_zero, Fin.cons_succ,
        Bool.false_eq_true, ↓reduceIte, zero_add]
    -- a first success only shifts the constant `a`
    refine ⟨?_, fun a => ⟨?_, ?_⟩⟩
    · rw [mean_succ, i0]; ring
    · rw [mean_succ]; simp only [hT, hF, ← add_assoc, i1]
      push_cast; ring
    · rw [mean_succ]; simp only [hT, hF, ← add_assoc, i2]
      push_cast; ring
```

## (c) Moments of the frequency

**Task.** For $n\ge1$, show that
$$\langle F\rangle=p,\qquad \langle F^2\rangle=p^2+\frac{p(1-p)}{n}.$$

**Solution.** Set $a=0$ in (b). Dividing $np$ by $n$ gives the mean, and dividing $np(1-p)+n^2p^2$ by $n^2$ gives the second moment. The steps `e1` and `e2` take these divisors out of the sums.

```lean
/-- For `n ≥ 1` trials the observed frequency has mean `p` and second moment
`p² + p (1 - p) / n`. -/
theorem freq_moments {n : ℕ} (hn : n ≠ 0) (p : ℝ) :
    mean (weight p) (freq : (Fin n → Bool) → ℝ) = p ∧
    mean (weight p) (fun ω : Fin n → Bool => freq ω ^ 2) = p ^ 2 + p * (1 - p) / n := by
  have hn' : (n : ℝ) ≠ 0 := Nat.cast_ne_zero.2 hn
  have h := (count_moments n p).2 0
  simp only [zero_add] at h
  have e1 : mean (weight p) (freq : (Fin n → Bool) → ℝ) =
      mean (weight p) (fun ω : Fin n → Bool => count ω) / n := by
    simp only [mean, freq, Finset.sum_div, mul_div_assoc]
  have e2 : mean (weight p) (fun ω : Fin n → Bool => freq ω ^ 2) =
      mean (weight p) (fun ω : Fin n → Bool => count ω ^ 2) / (n : ℝ) ^ 2 := by
    simp only [mean, freq, Finset.sum_div]
    exact Finset.sum_congr rfl fun ω _ => by ring
  constructor
  · rw [e1, h.1, mul_div_cancel_left₀ _ hn']
  · rw [e2, h.2]
    field_simp
    ring
```

## (d) Factorisation over stages

**Task.** For any observable $g$ of one record, show that
$$\Big\langle\prod_i g(\omega_i)\Big\rangle=\langle g\rangle^m.$$

**Solution.** The weight is itself a product, so the sum over all families of records factorises:
$$\sum_{\omega}\prod_i w(\omega_i)g(\omega_i)=\prod_i\sum_x w(x)g(x)=\langle g\rangle^m.$$
Here $x$ runs over single records. The exchange of product and sum is `Finset.prod_univ_sum`.

```lean
/-- Independence of the stages: the mean of a product over stages is a power of the
one-stage mean. -/
theorem mean_prod (q : ℝ) {m n : ℕ} (g : (Fin n → Bool) → ℝ) :
    mean (stagedWeight q) (fun ω : Fin m → Fin n → Bool => ∏ i, g (ω i)) =
      mean (weight q) g ^ m := by
  have h : ∏ _i : Fin m, ∑ x : Fin n → Bool, weight q x * g x =
      ∑ ω : Fin m → Fin n → Bool, ∏ i, (weight q (ω i) * g (ω i)) := by
    rw [Finset.prod_univ_sum, Fintype.piFinset_univ]
  simp only [mean, stagedWeight, ← Finset.prod_mul_distrib]
  rw [← h, Finset.prod_const, Finset.card_univ, Fintype.card_fin]
```

## (e) Mean and relative variance of the staged estimate

**Task.** For $q>0$ and $n\ge1$, show that the staged estimate has mean $q^m$ and relative variance
$$\left(1+\frac{1-q}{qn}\right)^m-1.$$

**Solution.** Taking $g=F$ in (d) gives the mean $q^m$, so the estimate is unbiased. Taking $g=F^2$ gives the second moment $\left(q^2+q(1-q)/n\right)^m$. Divide it by $q^{2m}$ and subtract 1.

In the proof, `h1` and `h2` are the two moments, and `hb` simplifies the quotient for one stage.

```lean
/-- With `n ≥ 1` trials per stage and `q > 0`, the staged estimate has mean `q ^ m` and
relative variance `(1 + (1 - q) / (q n)) ^ m - 1`. -/
theorem staged_statistics {q : ℝ} (hq : 0 < q) {n : ℕ} (hn : n ≠ 0) (m : ℕ) :
    mean (stagedWeight q) (stagedEstimate : (Fin m → Fin n → Bool) → ℝ) = q ^ m ∧
    relVar (stagedWeight q) (stagedEstimate : (Fin m → Fin n → Bool) → ℝ) =
      (1 + (1 - q) / (q * n)) ^ m - 1 := by
  have hn' : (n : ℝ) ≠ 0 := Nat.cast_ne_zero.2 hn
  have h1 : mean (stagedWeight q) (stagedEstimate : (Fin m → Fin n → Bool) → ℝ) = q ^ m :=
    (mean_prod q freq).trans (by rw [(freq_moments hn q).1])
  have h2 : mean (stagedWeight q) (fun ω : Fin m → Fin n → Bool => stagedEstimate ω ^ 2) =
      (q ^ 2 + q * (1 - q) / n) ^ m := by
    have h := mean_prod (m := m) (n := n) q (fun ω => freq ω ^ 2)
    rw [(freq_moments hn q).2] at h
    simpa only [stagedEstimate, Finset.prod_pow] using h
  have hb : (q ^ 2 + q * (1 - q) / n) / q ^ 2 = 1 + (1 - q) / (q * n) := by
    field_simp
  have hQ : (q ^ m) ^ 2 ≠ 0 := by positivity
  refine ⟨h1, ?_⟩
  rw [relVar, h2, h1, sub_div, div_self hQ, ← pow_mul, mul_comm m 2, pow_mul, ← div_pow, hb]
```

## (f) Relative variance of direct counting

**Task.** For $N\ge1$ trials with success probability $p\ne0$, show that the frequency has relative variance
$$\frac{1-p}{pN}.$$

**Solution.** By (c), the variance is $p(1-p)/N$. Divide by $p^2$. The proof inserts the same two moments and cancels.

```lean
/-- Direct counting with `N ≥ 1` trials of success probability `p ≠ 0` has relative
variance `(1 - p) / (p N)`. -/
theorem direct_relVar {p : ℝ} (hp : p ≠ 0) {N : ℕ} (hN : N ≠ 0) :
    relVar (weight p) (freq : (Fin N → Bool) → ℝ) = (1 - p) / (p * N) := by
  have hN' : (N : ℝ) ≠ 0 := Nat.cast_ne_zero.2 hN
  rw [relVar, (freq_moments hN p).2, (freq_moments hN p).1, add_sub_cancel_left]
  field_simp
```

## (g) The ratio in closed form

**Task.** Let $0<q<1$ and $m,n\ge1$. Show that direct counting has positive relative variance, and that the ratio equals
$$\frac{mn\,(r^m-q^m)}{1-q^m},\qquad r=q+\frac{1-q}{n}.$$

**Solution.** Since $r=q\left(1+\frac{1-q}{qn}\right)$, part (e) gives the staged relative variance as $(r^m-q^m)/q^m$. Part (f), with $p=q^m$ and $N=mn$, gives $(1-q^m)/(q^m mn)$, which is positive. In the quotient, $q^m$ cancels.

In Lean, `hr` is the factorisation of $r$. The two `generalize` steps then treat the powers as plain numbers for the final algebra.

```lean
/-- For `0 < q < 1` and `m, n ≥ 1`, direct counting has positive relative variance, and the
variance ratio is `m n ((q + (1 - q) / n) ^ m - q ^ m) / (1 - q ^ m)`. -/
theorem varianceRatio_eq {q : ℝ} (h0 : 0 < q) (h1 : q < 1) {n m : ℕ} (hn : n ≠ 0)
    (hm : m ≠ 0) :
    0 < relVar (weight (q ^ m)) (freq : (Fin (m * n) → Bool) → ℝ) ∧
    varianceRatio q n m =
      m * n * ((q + (1 - q) / n) ^ m - q ^ m) / (1 - q ^ m) := by
  constructor
  · rw [direct_relVar (pow_ne_zero m h0.ne') (mul_ne_zero hm hn)]
    exact div_pos (sub_pos.2 (pow_lt_one₀ h0.le h1 hm))
      (mul_pos (pow_pos h0 m) (Nat.cast_pos.2 (Nat.pos_of_ne_zero (mul_ne_zero hm hn))))
  have hn' : (n : ℝ) ≠ 0 := Nat.cast_ne_zero.2 hn
  have hr : q + (1 - q) / n = q * (1 + (1 - q) / (q * n)) := by
    field_simp
  rw [varianceRatio, (staged_statistics h0 hn m).2,
    direct_relVar (pow_ne_zero m h0.ne') (mul_ne_zero hm hn), Nat.cast_mul, hr, mul_pow]
  generalize (1 + (1 - q) / (q * n)) ^ m = A
  generalize q ^ m = P
  rw [div_div_eq_mul_div]
  ring
```

## (h) Many stages

**Task.** For fixed $0<q<1$ and $n\ge2$, show that
$$\frac{\text{staged relative variance}}{\text{direct relative variance}}\longrightarrow0\qquad(m\to\infty).$$

**Solution.** Because $n\ge2$, we have $(1-q)/n<1-q$, and so $0<q<r<1$. Hence $mr^m$, $mq^m$ and $q^m$ all tend to 0. In (g) the numerator tends to 0 and the denominator to 1.

These three limits are `a`, `b` and `c` in the proof, and `l` combines them. The closed form is then substituted for $m\ge1$, which is enough for a limit.

The limit keeps $q$ fixed, so the event becomes rarer as $m$ grows. It does not say that a given event should be cut into ever more stages: if $P=q^m$ is held fixed with $0<P<1$, and $n$ is fixed too, then $r^m\to P^{1-1/n}>P$, and the ratio in (g) grows without bound.

The limit compares two errors. By (e), the staged relative variance itself still grows with $m$ at fixed $q$ and $n$. Nor does staging win at every size: for $m=n=2$ the formula in (g) gives $(1+3q)/(1+q)>1$.

The same argument also yields a rate, as a further exercise beyond the theorem below: dividing the ratio by $mn\,r^m$ leaves $(1-(q/r)^m)/(1-q^m)$, which tends to 1.

```lean
/-- For `0 < q < 1` and `n ≥ 2` trials per stage, the relative variance of the staged
estimate divided by that of direct counting with `m n` trials tends to zero as `m` grows. -/
theorem varianceRatio_tendsto_zero {q : ℝ} (h0 : 0 < q) (h1 : q < 1) {n : ℕ} (hn : 2 ≤ n) :
    Tendsto (varianceRatio q n) atTop (𝓝 0) := by
  have hn1 : (1 : ℝ) < n := by exact_mod_cast hn
  obtain ⟨r, hr⟩ : ∃ r, r = q + (1 - q) / n := ⟨_, rfl⟩
  have hpos : 0 < (1 - q) / n := div_pos (by linarith) (by linarith)
  -- two or more trials per stage give `(1 - q) / n < 1 - q`, and hence `r < 1`
  have hlt : (1 - q) / n < 1 - q := div_lt_self (by linarith) hn1
  have a := tendsto_self_mul_const_pow_of_lt_one (r := r) (by linarith) (by linarith)
  have b := tendsto_self_mul_const_pow_of_lt_one h0.le h1
  have c := tendsto_pow_atTop_nhds_zero_of_lt_one h0.le h1
  have l := ((a.sub b).const_mul (n : ℝ)).div (c.const_sub 1) (by norm_num)
  rw [sub_self, mul_zero, zero_div] at l
  refine l.congr' ?_
  filter_upwards [eventually_ge_atTop 1] with m hm
  have e : n * (m * r ^ m - m * q ^ m) / (1 - q ^ m) = varianceRatio q n m := by
    rw [(varianceRatio_eq (n := n) (m := m) h0 h1 (by omega) (by omega)).2, ← hr]
    ring
  exact e
```

## (i) One trial per stage

**Task.** For $n=1$, $0<q<1$ and $m\ge1$, show that
$$\frac{\text{staged relative variance}}{\text{direct relative variance}}=m.$$

**Solution.** Now $r=1$, so the factor $1-q^m$ in (g) cancels and leaves $m$. For $m=1$ the two experiments coincide. For more stages, the staged estimate is the worse one, so (h) fails if $n\ge2$ is relaxed to $n\ge1$. The proof makes the same substitution, with `hP` justifying the cancellation.

```lean
/-- With a single trial per stage, `0 < q < 1` and `m ≥ 1`, the variance ratio equals `m`. -/
theorem varianceRatio_single_trial {q : ℝ} (h0 : 0 < q) (h1 : q < 1) {m : ℕ} (hm : m ≠ 0) :
    varianceRatio q 1 m = m := by
  have hP : 1 - q ^ m ≠ 0 := (sub_pos.2 (pow_lt_one₀ h0.le h1 hm)).ne'
  rw [(varianceRatio_eq h0 h1 one_ne_zero hm).2, Nat.cast_one, div_one, add_sub_cancel,
    one_pow, mul_one, mul_div_cancel_right₀ _ hP]

end

end RareEventStaging
```

```lean
#print axioms RareEventStaging.varianceRatio_tendsto_zero
-- 'RareEventStaging.varianceRatio_tendsto_zero' depends on axioms: [propext, Classical.choice, Quot.sound]
#print axioms RareEventStaging.varianceRatio_single_trial
-- 'RareEventStaging.varianceRatio_single_trial' depends on axioms: [propext, Classical.choice, Quot.sound]
```
